# The Schrieffer–Wolff equation [D, S] = V is solvable for finite matrices exactly when V has no element at equal energies, diagonal included

A system with known energy levels is perturbed by a coupling $V$, and one wants to remove that coupling to first order by a change of basis. Let $D=\mathrm{diag}(e_i)$ be the unperturbed Hamiltonian, with real levels $e_i$, and let $S$ be the generator of the transformation. Then

$$e^{S}(D+V)e^{-S}=D+V-[D,S]+\dots,$$

where the omitted terms are of second order or higher if $S$ is of the order of $V$. The first-order coupling disappears if $[D,S]=V$, and the transformation is unitary if $S^\dagger=-S$. When does such an $S$ exist, and how much freedom is left in choosing it?

The development below answers this for finite matrices. It treats only the first-order equation, not the exponential or the convergence of the expansion.

In Lean 4 with Mathlib:

```lean
import Mathlib

open Matrix

namespace SchriefferWolffSolvability

noncomputable section
```

Solving for $S$ means dividing by energy differences. The levels are real but the matrix elements complex, so we first note that distinct real levels have a nonzero complex gap.

```lean
/-- Two different real energies have a nonzero complex gap. -/
theorem gap_ne_zero {a b : ℝ} (h : a ≠ b) : (a : ℂ) - (b : ℂ) ≠ 0 :=
  sub_ne_zero.mpr fun h' => h (Complex.ofReal_injective h')
```

The states are labelled by a finite type `n`, and `e : n → ℝ` assigns each its energy. Degeneracies are allowed. All matrices are written in the eigenbasis of $D$, which is `levels e`.

```lean
variable {n : Type*} [Fintype n] [DecidableEq n]

/-- The unperturbed Hamiltonian: a diagonal matrix of real energy levels. -/
def levels (e : n → ℝ) : Matrix n n ℂ := Matrix.diagonal fun i => (e i : ℂ)
```

The adjoint action fixes the sign convention: `ad e S` is $[D,S]=DS-SD$.

```lean
/-- The adjoint action of the unperturbed Hamiltonian `D` on a matrix: `[D, S] = D S - S D`. -/
def ad (e : n → ℝ) (S : Matrix n n ℂ) : Matrix n n ℂ := levels e * S - S * levels e
```

Call a matrix off-resonant if $V_{ij}=0$ whenever $e_i=e_j$. Taking $i=j$ shows that its diagonal vanishes too.

```lean
/-- A matrix is off-resonant if it has no element between states of equal energy,
diagonal elements included. -/
def OffResonant (e : n → ℝ) (V : Matrix n n ℂ) : Prop := ∀ i j, e i = e j → V i j = 0
```

Since $D$ is diagonal, $(DS)_{ij}=e_iS_{ij}$ and $(SD)_{ij}=S_{ij}e_j$. Hence

$$[D,S]_{ij}=(e_i-e_j)\,S_{ij},$$

and the matrix equation separates into one scalar equation per element.

```lean
/-- The adjoint action multiplies each matrix element by the energy difference of its states. -/
theorem ad_apply (e : n → ℝ) (S : Matrix n n ℂ) (i j : n) :
    ad e S i j = ((e i : ℂ) - (e j : ℂ)) * S i j := by
  unfold ad levels
  rw [Matrix.sub_apply, Matrix.diagonal_mul, Matrix.mul_diagonal]
  ring
```

The commutator therefore vanishes exactly when $S_{ij}=0$ wherever $e_i\neq e_j$. In one direction a nonzero gap forces the element to vanish; in the other, each product has a zero factor.

```lean
/-- A matrix commutes with the unperturbed Hamiltonian exactly when it does not couple
states of different energy. -/
theorem ad_eq_zero_iff (e : n → ℝ) (S : Matrix n n ℂ) :
    ad e S = 0 ↔ ∀ i j, e i ≠ e j → S i j = 0 := by
  constructor
  · intro h i j hij
    have k := congrFun (congrFun h i) j
    rw [ad_apply, Matrix.zero_apply] at k
    exact (mul_eq_zero.mp k).resolve_left (gap_ne_zero hij)
  · intro h
    ext i j
    rw [ad_apply, Matrix.zero_apply]
    by_cases hij : e i = e j
    · rw [hij, sub_self, zero_mul]
    · rw [h i j hij, mul_zero]
```

If $[D,S]=[D,T]$, then $(e_i-e_j)S_{ij}=(e_i-e_j)T_{ij}$. Cancelling a nonzero gap gives $S_{ij}=T_{ij}$, so solutions can differ only between states of equal energy.

```lean
/-- Two generators with the same commutator with the unperturbed Hamiltonian have the same
elements between states of different energy. -/
theorem apply_eq_of_ad_eq {e : n → ℝ} {S T : Matrix n n ℂ} (h : ad e S = ad e T)
    {i j : n} (hij : e i ≠ e j) : S i j = T i j := by
  have k := congrFun (congrFun h i) j
  rw [ad_apply, ad_apply] at k
  exact mul_left_cancel₀ (gap_ne_zero hij) k
```

For off-resonant $V$, set

$$S_{ij}=\begin{cases}V_{ij}/(e_i-e_j), & e_i\neq e_j,\\ 0, & e_i=e_j.\end{cases}$$

Multiplying by the gap returns $V_{ij}$ in the first case. In the second, both sides are zero by the assumption on $V$.

```lean
/-- Every off-resonant perturbation is the commutator of the unperturbed Hamiltonian with
an off-resonant generator. -/
theorem exists_generator (e : n → ℝ) (V : Matrix n n ℂ) (hV : OffResonant e V) :
    ∃ S, ad e S = V ∧ OffResonant e S := by
  -- divide by the energy gap where there is one, and put zero elsewhere
  refine ⟨Matrix.of fun i j => if e i = e j then 0 else V i j / ((e i : ℂ) - (e j : ℂ)),
    ?_, fun i j h => by simp [h]⟩
  ext i j
  rw [ad_apply, Matrix.of_apply]
  by_cases h : e i = e j
  · rw [if_pos h, mul_zero, hV i j h]
  · have g := gap_ne_zero h
    rw [if_neg h]
    field_simp
```

Now let $V$ be Hermitian and $S$ an off-resonant solution of $[D,S]=V$. Conjugating the $(j,i)$ equation and using $\overline{V_{ji}}=V_{ij}$ gives

$$(e_j-e_i)\,\overline{S_{ji}}=V_{ij}=(e_i-e_j)\,S_{ij}.$$

For $e_i\neq e_j$, cancelling the gap yields $\overline{S_{ji}}=-S_{ij}$. For $e_i=e_j$ both elements are zero. The proof makes the same case split, and `linear_combination` proves the equation from which the gap is cancelled.

```lean
/-- For a Hermitian perturbation, an off-resonant solution of `[D, S] = V` is anti-Hermitian. -/
theorem antiHermitian_of_offResonant {e : n → ℝ} {V S : Matrix n n ℂ} (hV : V.IsHermitian)
    (hS : ad e S = V) (hO : OffResonant e S) : Sᴴ = -S := by
  ext i j
  rw [Matrix.conjTranspose_apply, Matrix.neg_apply]
  by_cases h : e i = e j
  · rw [hO i j h, hO j i h.symm, star_zero, neg_zero]
  · -- compare the (i, j) equation with the conjugate of the (j, i) equation
    have h1 := congrFun (congrFun hS j) i
    have h2 := congrFun (congrFun hS i) j
    rw [ad_apply] at h1 h2
    have h3 := hV.apply i j
    rw [← h1, ← h2] at h3
    simp only [Complex.star_def, map_mul, map_sub, Complex.conj_ofReal] at h3 ⊢
    apply mul_left_cancel₀ (gap_ne_zero h)
    linear_combination -h3
```

These steps combine into the main theorem. A commutator with $D$ has zero elements at equal energies, so the condition on $V$ is necessary; the construction above shows that it is sufficient. Two off-resonant solutions agree at unequal energies by cancellation and at equal energies because both vanish. Hermiticity of $V$ enters only in the last clause.

```lean
/-- The equation `[D, S] = V` is solvable exactly when `V` is off-resonant; then exactly one
solution is off-resonant, and for Hermitian `V` that solution is anti-Hermitian. -/
theorem schriefferWolff_generator (e : n → ℝ) (V : Matrix n n ℂ) :
    ((∃ S, ad e S = V) ↔ OffResonant e V) ∧
    (OffResonant e V → ∃! S, ad e S = V ∧ OffResonant e S) ∧
    (V.IsHermitian → ∀ S, ad e S = V → OffResonant e S → Sᴴ = -S) := by
  refine ⟨⟨?_, ?_⟩, ?_, fun hV S hS hO => antiHermitian_of_offResonant hV hS hO⟩
  · -- a commutator with `D` has no resonant elements
    rintro ⟨S, rfl⟩ i j h
    rw [ad_apply, h, sub_self, zero_mul]
  · intro hV
    obtain ⟨S, hS, _⟩ := exists_generator e V hV
    exact ⟨S, hS⟩
  · intro hV
    obtain ⟨S, hS, hO⟩ := exists_generator e V hV
    refine ⟨S, ⟨hS, hO⟩, ?_⟩
    rintro T ⟨hT, hTO⟩
    ext i j
    by_cases h : e i = e j
    · rw [hTO i j h, hO i j h]
    · exact apply_eq_of_ad_eq (hT.trans hS.symm) h
```

The smallest case with a coupling has two levels and $V_{12}=v$, $V_{21}=\bar v$, $V_{11}=V_{22}=0$. For $e_1\neq e_2$ the off-resonant generator has $S_{12}=v/(e_1-e_2)$ and $S_{21}=-\bar v/(e_1-e_2)$. As the gap closes at fixed $v\neq0$ these elements diverge, and at $e_1=e_2$ no solution exists.

A general $V$ also has elements at equal energies. Collect them in $B$ and solve $[D,S]=V-B$, so that

$$V=B+[D,S],\qquad [D,B]=0.$$

Comparing elements shows that $B$ and the off-resonant $S$ are unique. With this $S$, the transformed Hamiltonian is $D+B$ to first order. The remaining part $B$ acts within each energy level; on a non-degenerate level it is just the diagonal element $V_{ii}$.

```lean
/-- Every perturbation splits in exactly one way into a part `B` that commutes with the
unperturbed Hamiltonian and a commutator `[D, S]` with an off-resonant generator `S`. -/
theorem unique_splitting (e : n → ℝ) (V : Matrix n n ℂ) :
    ∃! p : Matrix n n ℂ × Matrix n n ℂ,
      ad e p.1 = 0 ∧ OffResonant e p.2 ∧ V = p.1 + ad e p.2 := by
  apply existsUnique_of_exists_of_unique
  · -- `W` keeps the resonant elements of `V`; the rest can be generated
    obtain ⟨W, hW⟩ : ∃ W : Matrix n n ℂ, ∀ i j, W i j = if e i = e j then V i j else 0 :=
      ⟨Matrix.of fun i j => if e i = e j then V i j else 0, fun _ _ => rfl⟩
    obtain ⟨S, hS, hO⟩ := exists_generator e (V - W) (fun i j h => by
      rw [Matrix.sub_apply, hW, if_pos h, sub_self])
    have hsum : V = W + ad e S := by
      rw [hS]
      abel
    exact ⟨(W, S), (ad_eq_zero_iff e W).2 fun i j h => by rw [hW, if_neg h], hO, hsum⟩
  · rintro ⟨B, S⟩ ⟨B', S'⟩ ⟨hB, hS, h⟩ ⟨hB', hS', h'⟩
    dsimp only at hB hS h hB' hS' h'
    rw [ad_eq_zero_iff] at hB hB'
    have both : ∀ i j, B i j = B' i j ∧ S i j = S' i j := by
      intro i j
      have k := congrFun (congrFun (h.symm.trans h') i) j
      simp only [Matrix.add_apply, ad_apply] at k
      by_cases hij : e i = e j
      · simp only [hij, sub_self, zero_mul, add_zero] at k
        exact ⟨k, (hS i j hij).trans (hS' i j hij).symm⟩
      · rw [hB i j hij, hB' i j hij, zero_add, zero_add] at k
        exact ⟨(hB i j hij).trans (hB' i j hij).symm, mul_left_cancel₀ (gap_ne_zero hij) k⟩
    exact Prod.ext (Matrix.ext fun i j => (both i j).1) (Matrix.ext fun i j => (both i j).2)
```

Let $S$ be off-resonant and $T$ have the same commutator. At equal energies $S_{ij}=0$; elsewhere $(T-S)_{ij}=0$. Hence, element by element,

$$\sum_{ij}|T_{ij}|^2=\sum_{ij}|S_{ij}|^2+\sum_{ij}|(T-S)_{ij}|^2,$$

and the off-resonant solution has the smallest Frobenius norm.

```lean
/-- If `S` is off-resonant and `T` has the same commutator with the unperturbed Hamiltonian,
the squared Frobenius norm of `T` is that of `S` plus that of `T - S`. -/
theorem frobenius_pythagoras {e : n → ℝ} {S T : Matrix n n ℂ} (hO : OffResonant e S)
    (h : ad e T = ad e S) :
    ∑ i, ∑ j, ‖T i j‖ ^ 2 = ∑ i, ∑ j, ‖S i j‖ ^ 2 + ∑ i, ∑ j, ‖(T - S) i j‖ ^ 2 := by
  simp only [← Finset.sum_add_distrib]
  refine Finset.sum_congr rfl fun i _ => Finset.sum_congr rfl fun j _ => ?_
  -- at each position either `S` or `T - S` vanishes
  by_cases hij : e i = e j
  · rw [Matrix.sub_apply, hO i j hij]
    simp
  · rw [Matrix.sub_apply, apply_eq_of_ad_eq h hij]
    simp
```

A solution that is not off-resonant may fail to be anti-Hermitian. The identity commutes with $D$, so adding it to an anti-Hermitian $S$ leaves the commutator unchanged. But $(S+1)^\dagger=-S+1$, whereas anti-Hermiticity would require $-S-1$. On any diagonal element this would give $2=0$, which is why at least one state is assumed.

```lean
/-- Adding the identity to an anti-Hermitian generator leaves its commutator with the
unperturbed Hamiltonian unchanged, but the result is not anti-Hermitian. -/
theorem shifted_generator [Nonempty n] (e : n → ℝ) {S : Matrix n n ℂ} (hS : Sᴴ = -S) :
    ad e (S + 1) = ad e S ∧ (S + 1)ᴴ ≠ -(S + 1) := by
  constructor
  · simp only [ad, mul_add, add_mul, mul_one, one_mul]
    abel
  · intro h
    rw [Matrix.conjTranspose_add, Matrix.conjTranspose_one, hS] at h
    obtain ⟨i⟩ := ‹Nonempty n›
    have k := congrFun (congrFun h i) i
    simp only [Matrix.add_apply, Matrix.neg_apply, Matrix.one_apply_eq] at k
    have two : (2 : ℂ) = 0 := by linear_combination k
    exact two_ne_zero two

end

end SchriefferWolffSolvability
```

```lean
#print axioms SchriefferWolffSolvability.schriefferWolff_generator
#print axioms SchriefferWolffSolvability.unique_splitting
#print axioms SchriefferWolffSolvability.frobenius_pythagoras
#print axioms SchriefferWolffSolvability.shifted_generator
```

```
'SchriefferWolffSolvability.schriefferWolff_generator' depends on axioms: [propext, Classical.choice, Quot.sound]
'SchriefferWolffSolvability.unique_splitting' depends on axioms: [propext, Classical.choice, Quot.sound]
'SchriefferWolffSolvability.frobenius_pythagoras' depends on axioms: [propext, Classical.choice, Quot.sound]
'SchriefferWolffSolvability.shifted_generator' depends on axioms: [propext, Classical.choice, Quot.sound]
```
